# Energy levels and ground-state bounds of a tight-binding ring with flux

To test a tight-binding program that handles magnetic phases, one can diagonalise a small ring and compare its levels with a closed formula and its lowest level with known bounds. The formula holds for one electron on a finite, uniform ring with one orbital per site, orthogonal orbitals, hopping between nearest neighbours only and no interactions. The bounds also require $t\ge0$ in the sign convention below.

## The ring and its hopping phase

Label the $N$ sites by integers modulo $N$, the type `ZMod N`. The real number $t$ is the hopping strength, and $a$ is the phase that a magnetic vector potential adds to a hop from site $j+1$ to site $j$; the reverse hop has phase $-a$. The total phase $Na$ measures the flux through the ring: a total phase of magnitude $2\pi$ corresponds to one flux quantum, which is Planck's constant divided by the elementary charge.

In Lean 4 with Mathlib:

```lean
import Mathlib

open Matrix
open scoped Real

namespace RingWithFlux

noncomputable section
```

As an index, $i$ labels a site; in exponents it is the imaginary unit. The matrix $H$ has the entry $-te^{ia}$ in row $i$, column $i+1$, and $-te^{-ia}$ in row $i$, column $i-1$. All sites have the same on-site energy, taken as zero. For $N\ge 3$ the two neighbours are distinct. For $N=2$ both terms fall on the same entry and add, and for $N=1$ they add on the diagonal.

```lean
/-- Hamiltonian of a ring of `N ≥ 1` sites with hopping amplitude `-t exp(i a)` between a site and
the next one, and the conjugate amplitude between a site and the previous one. -/
def ringH (N : ℕ) (t a : ℝ) : Matrix (ZMod N) (ZMod N) ℂ :=
  Matrix.of fun i j => -(t : ℂ) *
    ((if j = i + 1 then Complex.exp (a * Complex.I) else 0) +
      (if j = i - 1 then Complex.exp (-(a * Complex.I)) else 0))
```

For an integer $k$ define $\varepsilon_k=-2t\cos(2\pi k/N+a)$. So far this is only a function of $k$, with no link to $H$.

```lean
/-- The energy `-2t cos(2πk/N + a)` of wave number `k`, for a ring of `N ≥ 1` sites. -/
def bandEnergy (N : ℕ) (t a : ℝ) (k : ℤ) : ℝ :=
  -2 * t * Real.cos (2 * π * k / N + a)
```

From here on `NeZero N` requires $N\ge1$, except in the theorem of part (a), which does not need it. The plane wave is $\varphi_k(j)=e^{2\pi ijk/N}$, where `ZMod.stdAddChar` is the map $m\mapsto e^{2\pi im/N}$. It has norm $\sqrt N$; the normalised state is $\varphi_k/\sqrt N$.

```lean
variable {N : ℕ} [NeZero N]

/-- The plane wave with amplitude `exp(2πi jk/N)` on site `j`. -/
def planeWave (N : ℕ) [NeZero N] (k : ℤ) : ZMod N → ℂ :=
  fun j => ZMod.stdAddChar (j * (k : ZMod N))
```

The set $S$ of energies contains each real $E$ for which $H\psi=E\psi$ has a nonzero solution. The hypothesis `IsLeast (energies N t a) E0` says that $E_0$ is in $S$ and no element of $S$ is smaller. This is the lowest one-electron level, not the total energy of a filled ring.

```lean
/-- The energies of the ring: the real eigenvalues of its Hamiltonian. -/
def energies (N : ℕ) [NeZero N] (t a : ℝ) : Set ℝ :=
  {E | ∃ ψ : ZMod N → ℂ, ψ ≠ 0 ∧ ringH N t a *ᵥ ψ = (E : ℂ) • ψ}
```

## (a) Hermiticity

Show that $H^\dagger=H$.

**Solution.** Conjugating the entry in row $j$, column $i$ gives $-te^{-ia}$ if $i=j+1$, plus $-te^{ia}$ if $i=j-1$. These conditions read $j=i-1$ and $j=i+1$, so the result is $H_{ij}$. In the code `he1` and `he2` conjugate the phases, and `h1` and `h2` turn the conditions round. Hence $H$ has only real eigenvalues, and $S$ misses none.

```lean
omit [NeZero N] in
/-- The Hamiltonian of the ring with flux is Hermitian. -/
theorem ringH_isHermitian (t a : ℝ) : (ringH N t a).IsHermitian := by
  have he1 : star (Complex.exp (a * Complex.I)) = Complex.exp (-(a * Complex.I)) := by
    rw [Complex.star_def, ← Complex.exp_conj]
    simp
  have he2 : star (Complex.exp (-(a * Complex.I))) = Complex.exp (a * Complex.I) := by
    rw [← he1, star_star]
  have ht : star (t : ℂ) = t := Complex.conj_ofReal t
  ext i j
  have h1 : (i = j + 1) ↔ (j = i - 1) := by rw [eq_sub_iff_add_eq, eq_comm]
  have h2 : (i = j - 1) ↔ (j = i + 1) := by rw [eq_sub_iff_add_eq, eq_comm]
  simp only [Matrix.conjTranspose_apply, ringH, Matrix.of_apply, h1, h2, star_mul', star_neg,
    star_add, apply_ite (star : ℂ → ℂ), star_zero, he1, he2, ht]
  ring
```

## (b) Action on a state

Show that
$$(H\psi)_i=-t\left(e^{ia}\psi_{i+1}+e^{-ia}\psi_{i-1}\right).$$

**Solution.** In $\sum_jH_{ij}\psi_j$ each of the two conditions selects one value of $j$. `Finset.sum_ite_eq'` performs this selection.

```lean
/-- The Hamiltonian combines the amplitudes on the two neighbours of each site, with opposite
hopping phases. -/
theorem ringH_mulVec (t a : ℝ) (ψ : ZMod N → ℂ) (i : ZMod N) :
    (ringH N t a *ᵥ ψ) i = -(t : ℂ) * (Complex.exp (a * Complex.I) * ψ (i + 1) +
      Complex.exp (-(a * Complex.I)) * ψ (i - 1)) := by
  simp only [Matrix.mulVec, dotProduct, ringH, Matrix.of_apply, mul_add, add_mul,
    Finset.sum_add_distrib, mul_ite, ite_mul, mul_zero, zero_mul, Finset.sum_ite_eq',
    Finset.mem_univ, if_true]
  ring
```

## (c) The cosine as two hops

Show that
$$\varepsilon_k=-t\left(e^{ia}e^{2\pi ik/N}+e^{-ia}e^{-2\pi ik/N}\right).$$

**Solution.** With $\theta=2\pi k/N$ the bracket is $e^{i(\theta+a)}+e^{-i(\theta+a)}=2\cos(\theta+a)$. The code writes the characters as exponentials (`h1`), expands the cosine, and combines the exponents with `h3` and `h4`.

```lean
/-- The energy of wave number `k` is the sum of the two hopping amplitudes, each multiplied by
the phase that the plane wave gains in that hop. -/
theorem bandEnergy_eq (t a : ℝ) (k : ℤ) :
    (bandEnergy N t a k : ℂ) = -(t : ℂ) *
      (Complex.exp (a * Complex.I) * ZMod.stdAddChar (k : ZMod N) +
        Complex.exp (-(a * Complex.I)) * ZMod.stdAddChar (-(k : ZMod N))) := by
  have h1 : ZMod.stdAddChar (k : ZMod N) =
      Complex.exp (((2 * π * k / N : ℝ) : ℂ) * Complex.I) := by
    rw [ZMod.stdAddChar_coe]
    congr 1
    push_cast
    ring
  rw [AddChar.map_neg_eq_inv, h1, ← Complex.exp_neg, ← Complex.exp_add, ← Complex.exp_add,
    bandEnergy, Complex.ofReal_mul, Complex.ofReal_cos, Complex.cos, Complex.ofReal_add]
  -- both sides now hold the same two exponentials
  generalize ((2 * π * k / N : ℝ) : ℂ) = θ
  have h3 : (a : ℂ) * Complex.I + θ * Complex.I = (θ + a) * Complex.I := by ring
  have h4 : -((a : ℂ) * Complex.I) + -(θ * Complex.I) = -(θ + a) * Complex.I := by ring
  rw [h3, h4]
  push_cast
  ring
```

## (d) Plane waves as eigenvectors

Show that $H\varphi_k=\varepsilon_k\varphi_k$.

**Solution.** Since $\varphi_k(j\pm1)=e^{\pm2\pi ik/N}\varphi_k(j)$, part (b) gives
$$(H\varphi_k)(j)=-t\left(e^{ia}e^{2\pi ik/N}+e^{-ia}e^{-2\pi ik/N}\right)\varphi_k(j),$$
and the prefactor is $\varepsilon_k$ by (c). `AddChar.map_add_eq_mul` splits off the hop phases.

```lean
/-- Each plane wave is an eigenvector, with energy `-2t cos(2πk/N + a)`. -/
theorem ringH_planeWave (t a : ℝ) (k : ℤ) :
    ringH N t a *ᵥ planeWave N k = (bandEnergy N t a k : ℂ) • planeWave N k := by
  ext j
  rw [ringH_mulVec, Pi.smul_apply, smul_eq_mul, bandEnergy_eq]
  simp only [planeWave, sub_eq_add_neg, add_mul, neg_mul, one_mul, AddChar.map_add_eq_mul]
  ring
```

## (e) The Hamiltonian in Fourier space

Let $\hat\psi_k=\sum_je^{-2\pi ijk/N}\psi_j$, which is `ZMod.dft`. Show that $\widehat{(H\psi)}_k=\varepsilon_k\hat\psi_k$ for every state $\psi$.

**Solution.** Substituting $l=j+d$ gives
$$\sum_je^{-2\pi ijk/N}\psi_{j+d}=e^{2\pi idk/N}\hat\psi_k.$$
This is the step `s`. Transform (b), use the shift with $d=1$ and $d=-1$, and apply (c).

```lean
/-- The discrete Fourier transform diagonalises the Hamiltonian: component `k` of a state is
multiplied by the energy of wave number `k`. -/
theorem dft_ringH (t a : ℝ) (ψ : ZMod N → ℂ) (k : ℤ) :
    ZMod.dft (ringH N t a *ᵥ ψ) (k : ZMod N) =
      (bandEnergy N t a k : ℂ) * ZMod.dft ψ (k : ZMod N) := by
  -- translating a state multiplies its Fourier component by a phase
  have s (d : ZMod N) : ∑ j, ZMod.stdAddChar (-(j * (k : ZMod N))) * ψ (j + d) =
      ZMod.stdAddChar (d * (k : ZMod N)) *
        ∑ j, ZMod.stdAddChar (-(j * (k : ZMod N))) * ψ j := by
    rw [Finset.mul_sum]
    refine Fintype.sum_equiv (Equiv.addRight d) _ _ fun j => ?_
    show _ = ZMod.stdAddChar (d * (k : ZMod N)) *
      (ZMod.stdAddChar (-((j + d) * (k : ZMod N))) * ψ (j + d))
    have h : d * (k : ZMod N) + -((j + d) * (k : ZMod N)) = -(j * (k : ZMod N)) := by ring
    rw [← mul_assoc, ← AddChar.map_add_eq_mul, h]
  rw [ZMod.dft_apply, ZMod.dft_apply]
  simp only [ringH_mulVec, smul_eq_mul]
  calc _ = -(t : ℂ) * (Complex.exp (a * Complex.I) *
          ∑ j, ZMod.stdAddChar (-(j * (k : ZMod N))) * ψ (j + 1) +
        Complex.exp (-(a * Complex.I)) *
          ∑ j, ZMod.stdAddChar (-(j * (k : ZMod N))) * ψ (j + -1)) := by
        simp only [Finset.mul_sum, ← Finset.sum_add_distrib, sub_eq_add_neg]
        exact Finset.sum_congr rfl fun j _ => by ring
    _ = _ := by
        rw [s 1, s (-1), bandEnergy_eq, one_mul, neg_one_mul]
        ring
```

## (f) The complete spectrum

Show that $S=\{\varepsilon_k : k\in\mathbb Z\}$.

**Solution.** Each $\varepsilon_k$ is in $S$ by (d), because $\varphi_k(0)=1$ makes $\varphi_k$ nonzero. Conversely, let $H\psi=E\psi$ with $\psi\ne0$. The Fourier transform is injective, so some $\hat\psi_k\neq0$. By (e), $E\hat\psi_k=\varepsilon_k\hat\psi_k$, and division gives $E=\varepsilon_k$. The code does the division with `mul_right_cancel₀`.

The set $S$ does not record degeneracies. By (e) the Fourier transform, which is invertible, turns $H$ into the diagonal matrix with entries $\varepsilon_0,\dots,\varepsilon_{N-1}$, so these $N$ numbers are the eigenvalues with their multiplicities.

```lean
/-- The energies of the ring are exactly the values `-2t cos(2πk/N + a)` with `k` an integer. -/
theorem energies_eq (t a : ℝ) : energies N t a = Set.range (bandEnergy N t a) := by
  ext E
  constructor
  · rintro ⟨ψ, hψ, h⟩
    -- a nonzero state has a nonzero Fourier component
    have hex : ∃ k : ZMod N, ZMod.dft ψ k ≠ 0 := by
      by_contra hc
      push Not at hc
      exact hψ (ZMod.dft.injective (by rw [map_zero]; exact funext hc))
    obtain ⟨k, hk⟩ := hex
    obtain ⟨m, rfl⟩ := ZMod.intCast_surjective k
    have h2 := dft_ringH t a ψ m
    rw [h, map_smul, Pi.smul_apply, smul_eq_mul] at h2
    exact ⟨m, by exact_mod_cast (mul_right_cancel₀ hk h2).symm⟩
  · rintro ⟨k, rfl⟩
    refine ⟨planeWave N k, fun h => ?_, ringH_planeWave t a k⟩
    have h0 := congrFun h 0
    simp [planeWave] at h0
```

## (g) Existence of a lowest level

Show that some $E_0\in S$ satisfies $E_0\le E$ for all $E\in S$.

**Solution.** The right side of (c) depends on $k$ only modulo $N$, so $S$ has at most $N$ elements. It is not empty, and a finite nonempty set of reals has a least element. These steps are `hfin`, `hne` and `Set.exists_min_image`.

```lean
/-- The ring has a lowest energy. -/
theorem exists_ground_energy (t a : ℝ) : ∃ E0, IsLeast (energies N t a) E0 := by
  have hfin : (energies N t a).Finite := by
    rw [energies_eq]
    -- the energy depends on the wave number only modulo `N`
    refine (Set.finite_range fun k : ZMod N => (-(t : ℂ) *
      (Complex.exp (a * Complex.I) * ZMod.stdAddChar k +
        Complex.exp (-(a * Complex.I)) * ZMod.stdAddChar (-k))).re).subset ?_
    rintro _ ⟨m, rfl⟩
    exact ⟨(m : ZMod N), by
      simpa only [Complex.ofReal_re] using (congrArg Complex.re (bandEnergy_eq t a m)).symm⟩
  have hne : (energies N t a).Nonempty := by
    rw [energies_eq]
    exact Set.range_nonempty _
  obtain ⟨E, hE, hmin⟩ := Set.exists_min_image _ id hfin hne
  exact ⟨E, hE, fun b hb => hmin b hb⟩
```

## (h) Bounds at any flux

For $t\ge0$ show that
$$-2t\le E_0\le-2t\cos(\pi/N).$$

**Solution.** The lower bound follows from $\cos\le1$. For the upper one, put $x=-Na/(2\pi)$ and let $n$ be the nearest integer, so $|x-n|\le\tfrac12$. Then
$$\left|\frac{2\pi n}{N}+a\right|=\frac{2\pi}{N}|x-n|\le\frac{\pi}{N}\le\pi.$$
The cosine is even and decreases on $[0,\pi]$, so the cosine of this phase is at least $\cos(\pi/N)$. Hence $E_0\le\varepsilon_n\le-2t\cos(\pi/N)$. The phase estimate is `hθ`, and the cosine estimate is `hc`.

```lean
/-- For `t ≥ 0` and any hopping phase, the lowest energy lies between `-2t` and
`-2t cos(π/N)`. -/
theorem ground_energy_bounds {t a E0 : ℝ} (ht : 0 ≤ t) (h : IsLeast (energies N t a) E0) :
    -2 * t ≤ E0 ∧ E0 ≤ -2 * t * Real.cos (π / N) := by
  rw [energies_eq] at h
  have hN : (0 : ℝ) < N := Nat.cast_pos.mpr (NeZero.pos N)
  have hp : 0 < π / N := div_pos Real.pi_pos hN
  constructor
  · obtain ⟨k, hk⟩ := h.1
    rw [← hk, bandEnergy]
    nlinarith [mul_le_mul_of_nonneg_left (Real.cos_le_one (2 * π * k / N + a)) ht]
  · -- choose the wave number that best compensates the hopping phase
    obtain ⟨x, hx⟩ : ∃ x : ℝ, a = -(2 * (π / N)) * x :=
      ⟨-a / (2 * (π / N)), by field_simp⟩
    have e : 2 * π * (round x : ℤ) / N + a = -(2 * (π / N)) * (x - round x) := by
      linear_combination hx
    have hθ : |2 * π * (round x : ℤ) / N + a| ≤ π / N := by
      rw [e, abs_mul, abs_neg, abs_of_pos (by linarith : 0 < 2 * (π / N))]
      nlinarith [mul_le_mul_of_nonneg_left (abs_sub_round x) hp.le]
    have hN1 : (1 : ℝ) ≤ N := by exact_mod_cast NeZero.pos N
    have hc := Real.cos_le_cos_of_nonneg_of_le_pi (abs_nonneg _)
      (div_le_self Real.pi_pos.le hN1) hθ
    rw [Real.cos_abs] at hc
    refine (h.2 ⟨round x, rfl⟩).trans ?_
    rw [bandEnergy]
    nlinarith [mul_le_mul_of_nonneg_left hc ht]
```

## (i) When the lower bound is reached

For $t>0$ show that
$$E_0=-2t\iff Na=2\pi m\text{ for some }m\in\mathbb Z.$$

**Solution.** Write $E_0=\varepsilon_k$. If $E_0=-2t$, the cosine is $1$, so $2\pi k/N+a=2\pi n$ for an integer $n$, and $Na=2\pi(nN-k)$. Conversely, if $Na=2\pi m$, then wave number $-m$ has phase zero and energy $-2t$. So $E_0\le-2t$, and (h) gives equality. The code supplies the same integers, `n * N - k` and `-m`.

The equivalence can fail when $t\le0$. For $t=0$, $N=3$, $a=\pi/3$ the only energy is $0=-2t$, yet $Na=\pi$ is not a multiple of $2\pi$. For $t=-1$, $N=3$, $a=0$ the total phase is zero, yet $E_0=-1$ while $-2t=2$.

```lean
/-- For `t > 0` the lowest energy equals `-2t` exactly when the total phase `N a` around the ring
is an integer multiple of `2π`. -/
theorem ground_energy_eq_iff {t a E0 : ℝ} (ht : 0 < t) (h : IsLeast (energies N t a) E0) :
    E0 = -2 * t ↔ ∃ m : ℤ, N * a = 2 * π * m := by
  have hlow := (ground_energy_bounds ht.le h).1
  rw [energies_eq] at h
  have hN : (0 : ℝ) < N := Nat.cast_pos.mpr (NeZero.pos N)
  have hc : (N : ℝ) * (π / N) = π := mul_div_cancel₀ π hN.ne'
  constructor
  · intro hE
    obtain ⟨k, hk⟩ := h.1
    rw [hE, bandEnergy] at hk
    have hcos : Real.cos (2 * π * k / N + a) = 1 :=
      mul_left_cancel₀ (by linarith : -2 * t < 0).ne (by linarith)
    obtain ⟨n, hn⟩ := (Real.cos_eq_one_iff _).1 hcos
    refine ⟨n * N - k, ?_⟩
    push_cast
    linear_combination (-(N : ℝ)) * hn - 2 * k * hc
  · rintro ⟨m, hm⟩
    -- wave number `-m` cancels the hopping phase
    have ha : a = 2 * π * m / N := by
      rw [eq_div_iff hN.ne']
      linarith
    have h0 : 2 * π * ((-m : ℤ) : ℝ) / N + a = 0 := by
      rw [ha]
      push_cast
      ring
    have hle := h.2 ⟨-m, rfl⟩
    rw [bandEnergy, h0, Real.cos_zero, mul_one] at hle
    exact le_antisymm hle hlow
```

## (j) Half a flux quantum

For $t\ge0$ and $a=\pi/N$ show that $E_0=-2t\cos(\pi/N)$, so the upper bound in (h) is attained.

**Solution.** Wave number $0$ has this energy. For any $k$ write $k=Nq+r$ with $0\le r\le N-1$. Up to the multiple $2\pi q$, the phase is $\alpha=(2r+1)\pi/N$, which lies between $\pi/N$ and $2\pi-\pi/N$. If $\alpha\le\pi$, then $\cos\alpha\le\cos(\pi/N)$ by monotonicity. Otherwise the same argument applies to $2\pi-\alpha$, which has the same cosine. So no $\varepsilon_k$ is lower. The two cases are the `rcases` in `key`.

```lean
/-- At hopping phase `a = π/N` and for `t ≥ 0`, the lowest energy is `-2t cos(π/N)`. -/
theorem ground_energy_half_flux {t : ℝ} (ht : 0 ≤ t) :
    IsLeast (energies N t (π / N)) (-2 * t * Real.cos (π / N)) := by
  rw [energies_eq]
  refine ⟨⟨0, by simp [bandEnergy]⟩, ?_⟩
  rintro _ ⟨k, rfl⟩
  have hN : (0 : ℝ) < N := Nat.cast_pos.mpr (NeZero.pos N)
  have hNz : (0 : ℤ) < N := by exact_mod_cast NeZero.pos N
  have hp : 0 < π / N := div_pos Real.pi_pos hN
  have hc : (N : ℝ) * (π / N) = π := mul_div_cancel₀ π hN.ne'
  -- reduce the wave number to the range from `0` to `N - 1`
  obtain ⟨q, r, hr0, hr1, hk⟩ : ∃ q r : ℤ, 0 ≤ r ∧ r + 1 ≤ N ∧ k = N * q + r :=
    ⟨k / N, k % N, Int.emod_nonneg k hNz.ne', Int.emod_lt_of_pos k hNz, by
      have := Int.emod_def k N
      linarith⟩
  have hr0' : (0 : ℝ) ≤ r := by exact_mod_cast hr0
  have hr1' : (r : ℝ) + 1 ≤ N := by exact_mod_cast hr1
  have hk' : (k : ℝ) = N * q + r := by exact_mod_cast hk
  have e : 2 * π * k / N + π / N = (2 * r + 1) * (π / N) + q * (2 * π) := by
    rw [hk']
    linear_combination 2 * q * hc
  have key : Real.cos (2 * π * k / N + π / N) ≤ Real.cos (π / N) := by
    rw [e, Real.cos_add_int_mul_two_pi]
    rcases le_total ((2 * r + 1) * (π / N)) π with h | h
    · exact Real.cos_le_cos_of_nonneg_of_le_pi hp.le h (by nlinarith [mul_nonneg hr0' hp.le])
    · rw [← Real.cos_two_pi_sub ((2 * r + 1) * (π / N))]
      exact Real.cos_le_cos_of_nonneg_of_le_pi hp.le (by linarith)
        (by nlinarith [mul_le_mul_of_nonneg_right hr1' hp.le])
  rw [bandEnergy]
  nlinarith [mul_le_mul_of_nonneg_left key ht]

end

end RingWithFlux
```

```lean
#print axioms RingWithFlux.ringH_isHermitian
-- 'RingWithFlux.ringH_isHermitian' depends on axioms: [propext, Classical.choice, Quot.sound]
#print axioms RingWithFlux.exists_ground_energy
-- 'RingWithFlux.exists_ground_energy' depends on axioms: [propext, Classical.choice, Quot.sound]
#print axioms RingWithFlux.ground_energy_eq_iff
-- 'RingWithFlux.ground_energy_eq_iff' depends on axioms: [propext, Classical.choice, Quot.sound]
#print axioms RingWithFlux.ground_energy_half_flux
-- 'RingWithFlux.ground_energy_half_flux' depends on axioms: [propext, Classical.choice, Quot.sound]
```
